# At fixed Schottky constant, the number of vacancies per formula unit is least at stoichiometric balance

## Concentrations and the mass-action constant

A compound has finitely many sublattices, labelled by $i$, each occupied by a different element. One formula unit contains $\nu_i$ sites of sublattice $i$, where each $\nu_i$ is a positive integer. Let $x_i>0$ be the number of vacancies on sublattice $i$ per formula unit. The fraction of empty sites on that sublattice is then $x_i/\nu_i$.

A Schottky group consists of $\nu_i$ vacancies on each sublattice $i$, so forming it removes one whole formula unit from the interior of the crystal. For dilute, non-interacting vacancies, equilibrium with respect to this process gives the mass-action law

$$\prod_i x_i^{\nu_i}=K,\qquad K>0.$$

The constant $K$ is set, through a Boltzmann factor, by the free energy of forming a Schottky group at given temperature and pressure. It is postulated here, not derived from a partition function. Because the $x_i$ are counted per formula unit, it contains a stoichiometric factor: with

$$P=\prod_i\nu_i^{\nu_i},\qquad n=\sum_i\nu_i,$$

the same law for site fractions reads $\prod_i(x_i/\nu_i)^{\nu_i}=K/P$.

With two or more sublattices, the law is one equation for several unknowns. The remaining freedom is the composition of the crystal, which can be shifted by the surrounding atmosphere or by doping. Stoichiometric balance means that all site fractions $x_i/\nu_i$ are equal. In a binary ionic compound whose vacancies are all fully ionised and are the only charged defects, charge neutrality enforces this balance.

## The minimum and where it lies

Among all positive concentrations that obey the law with a given $K$, the total $\sum_i x_i$ has exactly one minimizer,

$$x_i=\nu_i s,\qquad s=\left(\frac{K}{P}\right)^{1/n},$$

and it is the only equilibrium in stoichiometric balance. For two sublattices with coefficients $a$ and $b$ and concentrations $x$ and $y$, this becomes

$$x=a\left(\frac{K}{a^ab^b}\right)^{1/(a+b)},\qquad y=b\left(\frac{K}{a^ab^b}\right)^{1/(a+b)}.$$

The minimum compares different compositions at the same $K$. It is not a principle by which a crystal selects its composition; the physical equilibrium follows from the free energy and the external conditions.

## Derivation from the logarithm of the law

**The balanced composition is an equilibrium.** Write $\beta_i=\nu_i s$. These numbers are positive, and

$$\prod_i(\nu_i s)^{\nu_i}=P\,s^n=P\cdot\frac{K}{P}=K.$$

**The weighted logarithms cancel.** Let $x$ be any equilibrium and put $r_i=x_i/\beta_i$. The logarithm of the mass-action law is $\sum_i\nu_i\ln x_i=\ln K$, and the same holds for $\beta$. Subtraction gives

$$\sum_i\nu_i\ln r_i=0.$$

**The excess has a definite sign.** Since $x_i-\beta_i=\nu_i s(r_i-1)$, a zero can be subtracted to obtain

$$\sum_i x_i-\sum_i\beta_i=s\sum_i\nu_i(r_i-1)=s\sum_i\nu_i\,(r_i-1-\ln r_i).$$

The function $f(r)=r-1-\ln r$ has derivative $1-1/r$, which is negative for $r<1$ and positive for $r>1$. Hence $f(r)>f(1)=0$ for every positive $r\neq1$. If $x\neq\beta$, some $r_j$ differs from 1, its term is positive and no other term is negative. Every other equilibrium therefore has a strictly larger total.

**Balance fixes the common ratio.** Suppose that an equilibrium has $x_i/\nu_i=t$ for all $i$. The law gives $Pt^n=K=Ps^n$, so $t^n=s^n$, and $t=s$ because both are positive. Conversely, $\beta_i/\nu_i=s$ for all $i$.

**There is no maximum in the binary case.** Given any bound $M$, choose $x=|M|+1$ and $y=(K/x^a)^{1/b}$. The law holds, and $x+y>M$.

## The smallest cases

With a single sublattice and coefficient $\nu$, the law $x^\nu=K$ leaves no freedom. The formula gives $x=\nu(K/\nu^\nu)^{1/\nu}=K^{1/\nu}$, the only equilibrium there is.

With two sublattices and $a=b=1$, the law is $xy=K$ and the minimizer is $x=y=\sqrt K$. The excess is then visible directly: $x+y-2\sqrt K=(\sqrt x-\sqrt y)^2$.

## Computing the balanced concentrations

In a point-defect calculation whose only defects are dilute, non-interacting vacancies, of one kind on each sublattice, the result gives the concentrations of the stoichiometric crystal without a numerical search. If $G$ is the free energy of forming one Schottky group, with its vacancies far apart, the removed formula unit returned to the crystal on new lattice sites and the configurational entropy left out, then $K/P=e^{-G/k_BT}$, with $k_B$ the Boltzmann constant and $T$ the temperature. Hence

$$s=e^{-G/(nk_BT)},\qquad x_i=\nu_i s.$$

The division by $n$ in the exponent shares the cost of the group among its vacancies. If a program starts from $K$ instead, it can evaluate

$$\ln s=\frac1n\Bigl(\ln K-\sum_i\nu_i\ln\nu_i\Bigr),$$

which avoids underflow when $\ln K$ is available directly. A program that solves for the composition iteratively can test its stoichiometric solution by comparing the ratios $x_i/\nu_i$.

## How the Lean statements express the model

The finite type `ι` labels the sublattices, `ν : ι → ℕ` holds the coefficients and `x : ι → ℝ` the concentrations. `IsEquilibrium ν K x` says that all concentrations are positive and obey the mass-action law. `IsMinimizer ν K x` adds that no equilibrium with the same `K` has a smaller total. The number $s$ is `scale ν K`, and $\beta$ is `balanced ν K`.

The general theorems assume at least one sublattice, positive coefficients and `0 < K`. Under these hypotheses, `isMinimizer_iff_eq` says that being a minimizer is equivalent to being `balanced ν K`, which gives existence and uniqueness together. `isMinimizer_iff_balance` says that the minimizers are exactly the equilibria with equal ratios `x i / ν i`.

`binary_minimizer` states the two-sublattice case in plain real numbers. It consists of two equivalences with the same right-hand side, the explicit formulas for `x` and `y`. One starts from the minimum property, the other from the balance `x / a = y / b` together with positivity and the law.

The model has no interactions between vacancies and no other defects, such as interstitials, electrons or holes. It also imposes no upper limit $x_i\le\nu_i$, although a sublattice cannot lose more atoms than it has. The unbounded total in `binary_total_unbounded` belongs to this idealisation: a real crystal leaves the dilute regime long before.

## The complete file

```lean
import Mathlib

open Finset

namespace SchottkyEquilibrium

noncomputable section

variable {ι : Type*} [Fintype ι] {ν : ι → ℕ} {K : ℝ} {x : ι → ℝ}

/-- Positive vacancy concentrations `x i` on the sublattices of a compound with stoichiometric
coefficients `ν i`, obeying the Schottky mass-action law with constant `K`. -/
structure IsEquilibrium (ν : ι → ℕ) (K : ℝ) (x : ι → ℝ) : Prop where
  pos : ∀ i, 0 < x i
  massAction : ∏ i, x i ^ ν i = K

/-- An equilibrium whose total vacancy concentration is least among all equilibria with the
same mass-action constant. -/
structure IsMinimizer (ν : ι → ℕ) (K : ℝ) (x : ι → ℝ) : Prop where
  equilibrium : IsEquilibrium ν K x
  le_total : ∀ y, IsEquilibrium ν K y → ∑ i, x i ≤ ∑ i, y i

/-- The number `(K / ∏ ν_i ^ ν_i) ^ (1 / ∑ ν_i)`, by which `balanced` multiplies every coefficient
`ν i`. -/
def scale (ν : ι → ℕ) (K : ℝ) : ℝ :=
  (K / ∏ i, (ν i : ℝ) ^ ν i) ^ (((∑ i, ν i : ℕ) : ℝ)⁻¹)

/-- The composition with vacancies in stoichiometric proportion. -/
def balanced (ν : ι → ℕ) (K : ℝ) (i : ι) : ℝ := (ν i : ℝ) * scale ν K

/-- The mass-action product of vacancies in stoichiometric proportion, with common ratio `t`. -/
theorem massAction_proportional (ν : ι → ℕ) (t : ℝ) :
    ∏ i, ((ν i : ℝ) * t) ^ ν i = (∏ i, (ν i : ℝ) ^ ν i) * t ^ (∑ i, ν i) := by
  simp_rw [mul_pow]
  rw [Finset.prod_mul_distrib, Finset.prod_pow_eq_pow_sum]

/-- The balanced composition is positive and obeys the mass-action law. -/
theorem balanced_isEquilibrium [Nonempty ι] (hν : ∀ i, 0 < ν i) (hK : 0 < K) :
    IsEquilibrium ν K (balanced ν K) := by
  have hP : 0 < ∏ i, (ν i : ℝ) ^ ν i :=
    Finset.prod_pos fun i _ => pow_pos (Nat.cast_pos.mpr (hν i)) _
  have hn : (∑ i, ν i) ≠ 0 := (Finset.sum_pos (fun i _ => hν i) Finset.univ_nonempty).ne'
  refine ⟨fun i => mul_pos (Nat.cast_pos.mpr (hν i))
    (Real.rpow_pos_of_pos (div_pos hK hP) _), ?_⟩
  have hs : scale ν K ^ (∑ i, ν i) = K / ∏ i, (ν i : ℝ) ^ ν i :=
    Real.rpow_inv_natCast_pow (div_pos hK hP).le hn
  unfold balanced
  rw [massAction_proportional, hs]
  exact mul_div_cancel₀ K hP.ne'

/-- The mass-action law in logarithmic form. -/
theorem log_massAction (hx : IsEquilibrium ν K x) :
    ∑ i, (ν i : ℝ) * Real.log (x i) = Real.log K := by
  rw [← hx.massAction, Real.log_prod]
  · simp [Real.log_pow]
  · intro i _
    exact (pow_pos (hx.pos i) _).ne'

/-- The excess of the total vacancy concentration over the balanced one is a weighted sum of
the terms `r - 1 - ln r`, where `r` is the ratio of actual to balanced concentration. -/
theorem total_excess [Nonempty ι] (hν : ∀ i, 0 < ν i) (hK : 0 < K)
    (hx : IsEquilibrium ν K x) :
    ∑ i, x i - ∑ i, balanced ν K i = scale ν K * ∑ i, (ν i : ℝ) *
      (x i / balanced ν K i - 1 - Real.log (x i / balanced ν K i)) := by
  have hb := balanced_isEquilibrium hν hK
  -- both compositions obey the same law, so the weighted logarithms cancel
  have hlog : ∑ i, (ν i : ℝ) * Real.log (x i / balanced ν K i) = 0 := by
    have h : ∀ i, (ν i : ℝ) * Real.log (x i / balanced ν K i)
        = (ν i : ℝ) * Real.log (x i) - (ν i : ℝ) * Real.log (balanced ν K i) := by
      intro i
      rw [Real.log_div (hx.pos i).ne' (hb.pos i).ne', mul_sub]
    rw [Finset.sum_congr rfl fun i _ => h i, Finset.sum_sub_distrib,
      log_massAction hx, log_massAction hb, sub_self]
  have hterm : ∀ i, scale ν K * ((ν i : ℝ) *
      (x i / balanced ν K i - 1 - Real.log (x i / balanced ν K i)))
      = x i - balanced ν K i
        - scale ν K * ((ν i : ℝ) * Real.log (x i / balanced ν K i)) := by
    intro i
    have h1 : x i / balanced ν K i * balanced ν K i = x i :=
      div_mul_cancel₀ _ (hb.pos i).ne'
    have h2 : balanced ν K i = (ν i : ℝ) * scale ν K := rfl
    linear_combination h1 + (1 - x i / balanced ν K i) * h2
  rw [Finset.mul_sum, Finset.sum_congr rfl fun i _ => hterm i, Finset.sum_sub_distrib,
    Finset.sum_sub_distrib, ← Finset.mul_sum, hlog, mul_zero, sub_zero]

/-- Every equilibrium other than the balanced one has a strictly larger total vacancy
concentration. -/
theorem balanced_total_lt [Nonempty ι] (hν : ∀ i, 0 < ν i) (hK : 0 < K)
    (hx : IsEquilibrium ν K x) (hne : x ≠ balanced ν K) :
    ∑ i, balanced ν K i < ∑ i, x i := by
  have hb := balanced_isEquilibrium hν hK
  have hν' : ∀ i, (0 : ℝ) < ν i := fun i => Nat.cast_pos.mpr (hν i)
  obtain ⟨j, hj⟩ := Function.ne_iff.mp hne
  have hs : 0 < scale ν K := pos_of_mul_pos_right (hb.pos j) (hν' j).le
  have hr : ∀ i, 0 < x i / balanced ν K i := fun i => div_pos (hx.pos i) (hb.pos i)
  have hj1 : x j / balanced ν K j ≠ 1 := fun h => hj ((div_eq_one_iff_eq (hb.pos j).ne').mp h)
  -- `ln r ≤ r - 1`, strictly on the sublattice that is out of balance
  have hsum : 0 < ∑ i, (ν i : ℝ) *
      (x i / balanced ν K i - 1 - Real.log (x i / balanced ν K i)) := by
    refine Finset.sum_pos' (fun i _ => mul_nonneg (hν' i).le ?_)
      ⟨j, Finset.mem_univ j, mul_pos (hν' j) ?_⟩
    · linarith [Real.log_le_sub_one_of_pos (hr i)]
    · linarith [Real.log_lt_sub_one_of_pos (hr j) hj1]
  linarith [total_excess hν hK hx, mul_pos hs hsum]

/-- An equilibrium has equal ratios `x i / ν i` on all sublattices exactly when it is the
balanced composition. -/
theorem balance_iff [Nonempty ι] (hν : ∀ i, 0 < ν i) (hK : 0 < K)
    (hx : IsEquilibrium ν K x) :
    (∀ i j, x i / ν i = x j / ν j) ↔ x = balanced ν K := by
  have hb := balanced_isEquilibrium hν hK
  have hν' : ∀ i, (0 : ℝ) < ν i := fun i => Nat.cast_pos.mpr (hν i)
  constructor
  · intro h
    obtain ⟨j⟩ := ‹Nonempty ι›
    have hxc : x = fun i => (ν i : ℝ) * (x j / ν j) := by
      funext i
      rw [← h i j]
      exact (mul_div_cancel₀ (x i) (hν' i).ne').symm
    have hs : 0 < scale ν K := pos_of_mul_pos_right (hb.pos j) (hν' j).le
    have hP : 0 < ∏ i, (ν i : ℝ) ^ ν i := Finset.prod_pos fun i _ => pow_pos (hν' i) _
    have hn : (∑ i, ν i) ≠ 0 := (Finset.sum_pos (fun i _ => hν i) ⟨j, Finset.mem_univ j⟩).ne'
    -- the mass-action law fixes the common ratio
    have h1 : ∏ i, ((ν i : ℝ) * (x j / ν j)) ^ ν i = K := by
      rw [← hx.massAction]
      exact Finset.prod_congr rfl fun i _ => by rw [← congrFun hxc i]
    have h2 : ∏ i, ((ν i : ℝ) * scale ν K) ^ ν i = K := hb.massAction
    rw [massAction_proportional] at h1 h2
    have h3 := mul_left_cancel₀ hP.ne' (h1.trans h2.symm)
    have h4 := (pow_left_inj₀ (div_pos (hx.pos j) (hν' j)).le hs.le hn).mp h3
    rw [hxc, h4]
    rfl
  · intro h i j
    have hc : ∀ k, x k / ν k = scale ν K := by
      intro k
      rw [h]
      exact mul_div_cancel_left₀ _ (hν' k).ne'
    rw [hc i, hc j]

/-- The balanced composition is the one and only minimizer of the total vacancy
concentration. -/
theorem isMinimizer_iff_eq [Nonempty ι] (hν : ∀ i, 0 < ν i) (hK : 0 < K) :
    IsMinimizer ν K x ↔ x = balanced ν K := by
  have hb := balanced_isEquilibrium hν hK
  constructor
  · intro h
    by_contra hne
    exact not_le_of_gt (balanced_total_lt hν hK h.equilibrium hne) (h.le_total _ hb)
  · rintro rfl
    refine ⟨hb, fun y hy => ?_⟩
    by_cases hne : y = balanced ν K
    · rw [hne]
    · exact (balanced_total_lt hν hK hy hne).le

/-- An equilibrium minimizes the total vacancy concentration exactly when its vacancies are in
stoichiometric balance. -/
theorem isMinimizer_iff_balance [Nonempty ι] (hν : ∀ i, 0 < ν i) (hK : 0 < K) :
    IsMinimizer ν K x ↔ IsEquilibrium ν K x ∧ ∀ i j, x i / ν i = x j / ν j := by
  constructor
  · intro h
    exact ⟨h.equilibrium,
      (balance_iff hν hK h.equilibrium).mpr ((isMinimizer_iff_eq hν hK).mp h)⟩
  · rintro ⟨hx, h⟩
    exact (isMinimizer_iff_eq hν hK).mpr ((balance_iff hν hK hx).mp h)

/-- Binary compound: minimizing `x + y` under `x ^ a * y ^ b = K`, and imposing the balance
`x / a = y / b` under the same law, both single out the same explicit concentrations. -/
theorem binary_minimizer {a b : ℕ} (ha : 0 < a) (hb : 0 < b) (hK : 0 < K) (x y : ℝ) :
    ((0 < x ∧ 0 < y ∧ x ^ a * y ^ b = K ∧
        ∀ u v : ℝ, 0 < u → 0 < v → u ^ a * v ^ b = K → x + y ≤ u + v) ↔
      x = a * (K / ((a : ℝ) ^ a * (b : ℝ) ^ b)) ^ (1 / ((a : ℝ) + b)) ∧
      y = b * (K / ((a : ℝ) ^ a * (b : ℝ) ^ b)) ^ (1 / ((a : ℝ) + b))) ∧
    ((0 < x ∧ 0 < y ∧ x ^ a * y ^ b = K ∧ x / a = y / b) ↔
      x = a * (K / ((a : ℝ) ^ a * (b : ℝ) ^ b)) ^ (1 / ((a : ℝ) + b)) ∧
      y = b * (K / ((a : ℝ) ^ a * (b : ℝ) ^ b)) ^ (1 / ((a : ℝ) + b))) := by
  have hν : ∀ i, 0 < (![a, b] : Fin 2 → ℕ) i := Fin.forall_fin_two.mpr ⟨ha, hb⟩
  have hs : scale ![a, b] K
      = (K / ((a : ℝ) ^ a * (b : ℝ) ^ b)) ^ (1 / ((a : ℝ) + b)) := by
    simp [scale, Fin.prod_univ_two, Fin.sum_univ_two]
  have heq : ∀ u v : ℝ, IsEquilibrium ![a, b] K ![u, v] ↔
      0 < u ∧ 0 < v ∧ u ^ a * v ^ b = K := by
    intro u v
    constructor
    · intro h
      exact ⟨h.pos 0, h.pos 1, by simpa [Fin.prod_univ_two] using h.massAction⟩
    · rintro ⟨h1, h2, h3⟩
      exact ⟨Fin.forall_fin_two.mpr ⟨h1, h2⟩, by simpa [Fin.prod_univ_two] using h3⟩
  have hbal : ![x, y] = balanced ![a, b] K ↔
      x = a * scale ![a, b] K ∧ y = b * scale ![a, b] K := by
    constructor
    · intro h
      exact ⟨congrFun h 0, congrFun h 1⟩
    · rintro ⟨h1, h2⟩
      exact funext (Fin.forall_fin_two.mpr ⟨h1, h2⟩)
  rw [← hs, ← hbal]
  constructor
  · rw [← isMinimizer_iff_eq hν hK]
    constructor
    · rintro ⟨h1, h2, h3, h4⟩
      refine ⟨(heq x y).mpr ⟨h1, h2, h3⟩, fun w hw => ?_⟩
      have h5 := h4 (w 0) (w 1) (hw.pos 0) (hw.pos 1)
        (by simpa [Fin.prod_univ_two] using hw.massAction)
      simpa [Fin.sum_univ_two] using h5
    · intro h
      obtain ⟨h1, h2, h3⟩ := (heq x y).mp h.equilibrium
      exact ⟨h1, h2, h3, fun u v hu hv huv => by
        simpa [Fin.sum_univ_two] using h.le_total ![u, v] ((heq u v).mpr ⟨hu, hv, huv⟩)⟩
  · rw [← isMinimizer_iff_eq hν hK, isMinimizer_iff_balance hν hK, heq]
    constructor
    · rintro ⟨h1, h2, h3, h4⟩
      refine ⟨⟨h1, h2, h3⟩, fun i j => ?_⟩
      fin_cases i <;> fin_cases j <;> simp [h4]
    · rintro ⟨⟨h1, h2, h3⟩, h4⟩
      exact ⟨h1, h2, h3, h4 0 1⟩

/-- In a binary compound the total vacancy concentration has no upper bound at fixed
mass-action constant. -/
theorem binary_total_unbounded (a : ℕ) {b : ℕ} (hb : 0 < b) (hK : 0 < K) (M : ℝ) :
    ∃ x y : ℝ, 0 < x ∧ 0 < y ∧ x ^ a * y ^ b = K ∧ M < x + y := by
  have hx : 0 < |M| + 1 := by positivity
  have hq : 0 < K / (|M| + 1) ^ a := div_pos hK (pow_pos hx a)
  have hy : 0 < (K / (|M| + 1) ^ a) ^ ((b : ℝ)⁻¹) := Real.rpow_pos_of_pos hq _
  refine ⟨|M| + 1, (K / (|M| + 1) ^ a) ^ ((b : ℝ)⁻¹), hx, hy, ?_, ?_⟩
  · rw [Real.rpow_inv_natCast_pow hq.le hb.ne']
    exact mul_div_cancel₀ K (pow_pos hx a).ne'
  · linarith [le_abs_self M]

end

end SchottkyEquilibrium
```

```lean
#print axioms SchottkyEquilibrium.isMinimizer_iff_balance
#print axioms SchottkyEquilibrium.binary_minimizer
#print axioms SchottkyEquilibrium.binary_total_unbounded
```

```
'SchottkyEquilibrium.isMinimizer_iff_balance' depends on axioms: [propext, Classical.choice, Quot.sound]
'SchottkyEquilibrium.binary_minimizer' depends on axioms: [propext, Classical.choice, Quot.sound]
'SchottkyEquilibrium.binary_total_unbounded' depends on axioms: [propext, Classical.choice, Quot.sound]
```

## How the proof follows the derivation

`massAction_proportional` computes $\prod_i(\nu_i t)^{\nu_i}=Pt^n$ for any real $t$. It is used twice: in `balanced_isEquilibrium`, where $t=s$ and the real power defining `scale` is undone by raising it to the $n$th power, and later in the argument about balance.

`log_massAction` turns the product into a weighted sum of logarithms; positivity ensures that no factor vanishes. In `total_excess`, the intermediate result `hlog` is the cancellation $\sum_i\nu_i\ln r_i=0$. The result `hterm` is the algebra for one sublattice, closed by `linear_combination` from $r_i\beta_i=x_i$ and $\beta_i=\nu_i s$. Summing over `i` gives the identity for the excess.

`balanced_total_lt` takes a sublattice `j` on which `x` differs from the balanced composition. Mathlib supplies $\ln r\le r-1$ for all terms and the strict inequality for the term `j`. `Finset.sum_pos'` combines them into a positive sum, and the final `linarith` inserts this into the excess identity.

In `balance_iff`, the forward direction writes every concentration as $\nu_i$ times the ratio on one chosen sublattice. Comparing the two mass-action products cancels $P$, and `pow_left_inj₀` passes from equal $n$th powers of nonnegative numbers to equal numbers. The reverse direction divides $\nu_i s$ by $\nu_i$.

The two characterisations of the minimizer then follow by logic. A minimizer different from the balanced composition would contradict the strict inequality, and `balance_iff` translates equality with that composition into equal ratios.

`binary_minimizer` applies these theorems to the coefficient vector `![a, b]`. Its auxiliary equivalences `heq` and `hbal` translate between pairs of numbers and functions on two sublattices. `binary_total_unbounded` supplies the pair from the derivation and checks the law and the bound.
